# Quadrupole levels, eigenstates and transition frequencies of a spin-1 nucleus in zero magnetic field

Let $I_x,I_y,I_z$ be the dimensionless spin matrices of a spin-1 nucleus in the basis $m=1,0,-1$, with the axes along the principal axes of the electric field gradient at the nucleus and no magnetic field applied. The quadrupole Hamiltonian `H` then depends on two real numbers, the coupling constant $C_Q$ (`CQ`) and the asymmetry parameter $\eta$ (`η`).

```lean
import Mathlib

open Matrix

namespace SpinOneQuadrupole

noncomputable section

/-- The quadrupole Hamiltonian of a nucleus of spin `s` with coupling constant `CQ` and asymmetry
parameter `η`, built from its spin matrices; the domain is `s ≠ 0` and `s ≠ 1/2`. -/
def quadrupole {n : Type*} [Fintype n] [DecidableEq n] (s CQ η : ℝ)
    (Jx Jy Jz : Matrix n n ℂ) : Matrix n n ℂ :=
  ((CQ / (4 * s * (2 * s - 1)) : ℝ) : ℂ) •
    ((3 : ℂ) • Jz ^ 2 - ((s * (s + 1) : ℝ) : ℂ) • (1 : Matrix n n ℂ)
      + (η : ℂ) • (Jx ^ 2 - Jy ^ 2))

/-- The number `1/√2`, as a complex number. -/
def r : ℂ := ((√2 : ℝ) : ℂ)⁻¹

/-- The spin-1 matrix of `Ix` in the basis `m = 1, 0, -1`. -/
def Ix : Matrix (Fin 3) (Fin 3) ℂ := r • !![0, 1, 0; 1, 0, 1; 0, 1, 0]

/-- The spin-1 matrix of `Iy` in the basis `m = 1, 0, -1`. -/
def Iy : Matrix (Fin 3) (Fin 3) ℂ :=
  r • !![0, -Complex.I, 0; Complex.I, 0, -Complex.I; 0, Complex.I, 0]

/-- The spin-1 matrix of `Iz` in the basis `m = 1, 0, -1`. -/
def Iz : Matrix (Fin 3) (Fin 3) ℂ := !![1, 0, 0; 0, 0, 0; 0, 0, -1]

/-- The quadrupole Hamiltonian of a spin-1 nucleus. -/
def H (CQ η : ℝ) : Matrix (Fin 3) (Fin 3) ℂ := quadrupole 1 CQ η Ix Iy Iz

/-- The symmetric combination of `m = 1` and `m = -1`. -/
def plus : Fin 3 → ℂ := r • ![1, 0, 1]

/-- The antisymmetric combination of `m = 1` and `m = -1`. -/
def minus : Fin 3 → ℂ := r • ![1, 0, -1]

/-- The state `m = 0`. -/
def zero : Fin 3 → ℂ := ![0, 1, 0]

/-- The energy `CQ (1 + η) / 4`. -/
def levelPlus (CQ η : ℝ) : ℝ := CQ * (1 + η) / 4

/-- The energy `CQ (1 - η) / 4`. -/
def levelMinus (CQ η : ℝ) : ℝ := CQ * (1 - η) / 4

/-- The energy `-CQ / 2`. -/
def levelZero (CQ : ℝ) : ℝ := -CQ / 2

/-- The square of `1/√2` is one half. -/
lemma r_mul_r : r * r = 1 / 2 := by
  have h : ((√2 : ℝ) : ℂ) * ((√2 : ℝ) : ℂ) = 2 := by
    rw [← Complex.ofReal_mul, Real.mul_self_sqrt (by norm_num)]
    norm_num
  rw [r, ← mul_inv, h]
  norm_num

/-- The three matrices obey the angular momentum commutation relations, and the squared total
spin is `1 (1 + 1) = 2`. -/
theorem spin_algebra :
    Ix * Iy - Iy * Ix = Complex.I • Iz ∧ Iy * Iz - Iz * Iy = Complex.I • Ix ∧
    Iz * Ix - Ix * Iz = Complex.I • Iy ∧
    Ix ^ 2 + Iy ^ 2 + Iz ^ 2 = (2 : ℂ) • (1 : Matrix (Fin 3) (Fin 3) ℂ) := by
  have hr := r_mul_r
  have hI := Complex.I_mul_I
  refine ⟨?_, ?_, ?_, ?_⟩ <;> ext i j <;> fin_cases i <;> fin_cases j <;>
    simp [Ix, Iy, Iz, pow_two] <;> grind

/-- The asymmetry operator `Ix² - Iy²` of a spin 1 couples only `m = 1` and `m = -1`, with
matrix element one. -/
theorem asymmetry_operator : Ix ^ 2 - Iy ^ 2 = !![0, 0, 1; 0, 0, 0; 1, 0, 0] := by
  have hr := r_mul_r
  have hI := Complex.I_mul_I
  ext i j
  fin_cases i <;> fin_cases j <;>
    simp [Ix, Iy, pow_two] <;> grind

/-- The spin-1 quadrupole Hamiltonian written out in the basis `m = 1, 0, -1`. -/
theorem hamiltonian_matrix (CQ η : ℝ) :
    H CQ η = !![(CQ : ℂ) / 4, 0, CQ * η / 4; 0, -CQ / 2, 0; CQ * η / 4, 0, CQ / 4] := by
  have hc : ((CQ / (4 * 1 * (2 * 1 - 1)) : ℝ) : ℂ) = CQ / 4 := by
    push_cast
    ring
  have hs : ((1 * (1 + 1) : ℝ) : ℂ) = 2 := by norm_num
  rw [H, quadrupole, asymmetry_operator, hc, hs]
  ext i j
  fin_cases i <;> fin_cases j <;>
    simp [Iz, pow_two] <;> grind

/-- The characteristic polynomial of the spin-1 quadrupole Hamiltonian has the roots
`CQ (1 + η) / 4`, `CQ (1 - η) / 4` and `-CQ / 2`, counted with multiplicity. -/
theorem spectrum_spin_one (CQ η : ℝ) :
    (H CQ η).charpoly =
      (Polynomial.X - Polynomial.C (levelPlus CQ η : ℂ)) *
      (Polynomial.X - Polynomial.C (levelMinus CQ η : ℂ)) *
      (Polynomial.X - Polynomial.C (levelZero CQ : ℂ)) := by
  -- two polynomials over ℂ agree when all their values agree
  apply Polynomial.funext
  intro x
  rw [hamiltonian_matrix, Matrix.eval_charpoly, Matrix.det_fin_three]
  simp [levelPlus, levelMinus, levelZero]
  ring

/-- The symmetric and antisymmetric combinations of `m = ±1` and the state `m = 0` are
eigenstates, with energies `CQ (1 + η) / 4`, `CQ (1 - η) / 4` and `-CQ / 2`. -/
theorem eigenstates (CQ η : ℝ) :
    H CQ η *ᵥ plus = (levelPlus CQ η : ℂ) • plus ∧
    H CQ η *ᵥ minus = (levelMinus CQ η : ℂ) • minus ∧
    H CQ η *ᵥ zero = (levelZero CQ : ℂ) • zero := by
  rw [hamiltonian_matrix]
  refine ⟨?_, ?_, ?_⟩ <;> ext i <;> fin_cases i <;>
    simp [plus, minus, zero, levelPlus, levelMinus, levelZero, Matrix.mulVec, dotProduct,
      Fin.sum_univ_three] <;> grind

/-- The three eigenstates are normalised and mutually orthogonal. -/
theorem eigenstates_orthonormal :
    star plus ⬝ᵥ plus = 1 ∧ star minus ⬝ᵥ minus = 1 ∧ star zero ⬝ᵥ zero = 1 ∧
    star plus ⬝ᵥ minus = 0 ∧ star plus ⬝ᵥ zero = 0 ∧ star minus ⬝ᵥ zero = 0 := by
  have hr := r_mul_r
  have hs : (starRingEnd ℂ) r = r := by simp [r]
  refine ⟨?_, ?_, ?_, ?_, ?_, ?_⟩ <;>
    simp [plus, minus, zero, dotProduct, Fin.sum_univ_three, hs] <;> grind

/-- The three level differences are `(3/4) CQ (1 + η/3)`, `(3/4) CQ (1 - η/3)` and `CQ η / 2`. -/
theorem transition_frequencies (CQ η : ℝ) :
    levelPlus CQ η - levelZero CQ = 3 / 4 * CQ * (1 + η / 3) ∧
    levelMinus CQ η - levelZero CQ = 3 / 4 * CQ * (1 - η / 3) ∧
    levelPlus CQ η - levelMinus CQ η = CQ * η / 2 := by
  unfold levelPlus levelMinus levelZero
  refine ⟨?_, ?_, ?_⟩ <;> ring

/-- Selection rules: `Ix` connects only the symmetric state with `m = 0`, `Iy` only the
antisymmetric state with `m = 0`, and `Iz` only the symmetric with the antisymmetric state. -/
theorem selection_rules :
    (Ix *ᵥ zero = plus ∧ Ix *ᵥ plus = zero ∧ Ix *ᵥ minus = 0) ∧
    (Iy *ᵥ zero = -Complex.I • minus ∧ Iy *ᵥ minus = Complex.I • zero ∧ Iy *ᵥ plus = 0) ∧
    (Iz *ᵥ plus = minus ∧ Iz *ᵥ minus = plus ∧ Iz *ᵥ zero = 0) := by
  have hr := r_mul_r
  have hI := Complex.I_mul_I
  refine ⟨⟨?_, ?_, ?_⟩, ⟨?_, ?_, ?_⟩, ⟨?_, ?_, ?_⟩⟩ <;> ext i <;> fin_cases i <;>
    simp [Ix, Iy, Iz, plus, minus, zero, Matrix.mulVec, dotProduct, Fin.sum_univ_three] <;>
    grind

/-- If `CQ ≠ 0`, the energies `a` and `b`, measured from the level `m = 0`, of the symmetric and
antisymmetric states give `CQ = 2 (a + b) / 3` and `η = 3 (a - b) / (a + b)`. -/
theorem parameters_from_lines (CQ η a b : ℝ) (hCQ : CQ ≠ 0)
    (ha : a = levelPlus CQ η - levelZero CQ) (hb : b = levelMinus CQ η - levelZero CQ) :
    CQ = 2 * (a + b) / 3 ∧ η = 3 * (a - b) / (a + b) := by
  -- the sum of the lines fixes the coupling, their difference the asymmetry
  have hsum : a + b = 3 / 2 * CQ := by
    rw [ha, hb, levelPlus, levelMinus, levelZero]
    ring
  have hdiff : a - b = CQ * η / 2 := by
    rw [ha, hb, levelPlus, levelMinus, levelZero]
    ring
  have hne : 3 / 2 * CQ ≠ 0 := mul_ne_zero (by norm_num) hCQ
  constructor
  · rw [hsum]
    ring
  · rw [hsum, hdiff, eq_div_iff hne]
    ring

end

end SpinOneQuadrupole
```

```lean
#print axioms SpinOneQuadrupole.spectrum_spin_one
-- 'SpinOneQuadrupole.spectrum_spin_one' depends on axioms: [propext, Classical.choice, Quot.sound]
#print axioms SpinOneQuadrupole.transition_frequencies
-- 'SpinOneQuadrupole.transition_frequencies' depends on axioms: [propext, Classical.choice, Quot.sound]
#print axioms SpinOneQuadrupole.selection_rules
-- 'SpinOneQuadrupole.selection_rules' depends on axioms: [propext, Classical.choice, Quot.sound]
#print axioms SpinOneQuadrupole.parameters_from_lines
-- 'SpinOneQuadrupole.parameters_from_lines' depends on axioms: [propext, Classical.choice, Quot.sound]
```

## The Hamiltonian and its two parameters

For a nucleus of spin $s$ the definition `quadrupole` reads

$$
H=\frac{C_Q}{4s(2s-1)}\left[3I_z^2-s(s+1)+\eta\,(I_x^2-I_y^2)\right].
$$

The constant $C_Q=eQV_{zz}/h$ measures how strongly the nuclear quadrupole moment $Q$ feels the principal component $V_{zz}$ of the field gradient, where $e$ is the elementary charge and $h$ is Planck's constant. With this choice all energies are frequencies. The asymmetry parameter $\eta=(V_{xx}-V_{yy})/V_{zz}$ measures how far the gradient departs from axial symmetry about $z$. The gradient tensor is traceless, so for $V_{zz}\ne0$ the usual ordering $|V_{zz}|\ge|V_{yy}|\ge|V_{xx}|$ gives $0\le\eta\le1$, but the theorems take any real `η` and any real `CQ`, of either sign.

The definition accepts any three square matrices of the same size and does not check that they belong to the spin `s`. The file uses it only in `H`, where `s` is 1 and the matrices are `Ix`, `Iy` and `Iz`, so every result below is about spin 1. The prefactor is singular at $s=0$ and $s=1/2$, where a nucleus has no quadrupole moment.

The matrices have complex entries, and the row and column indices 0, 1, 2 of `Fin 3` stand for $m=1,0,-1$. The number `r` is $1/\sqrt2$.

## From the spin matrices to a 3×3 Hamiltonian

Multiplying out the matrices gives

$$
I_x^2=\frac12\begin{pmatrix}1&0&1\\0&2&0\\1&0&1\end{pmatrix},\qquad
I_y^2=\frac12\begin{pmatrix}1&0&-1\\0&2&0\\-1&0&1\end{pmatrix},\qquad
I_z^2=\begin{pmatrix}1&0&0\\0&0&0\\0&0&1\end{pmatrix}.
$$

Their sum is twice the identity, as it must be for $s(s+1)=2$. For the first commutator, the two products are

$$
I_xI_y=\frac12\begin{pmatrix}i&0&-i\\0&0&0\\i&0&-i\end{pmatrix},\qquad
I_yI_x=\frac12\begin{pmatrix}-i&0&-i\\0&0&0\\i&0&i\end{pmatrix},
$$

and their difference is $iI_z$. The other two commutators follow from the diagonal form of $I_z$: for any matrix $A$, the element of $[I_z,A]$ in row $m$ and column $m'$ is $(m-m')A_{mm'}$. Taking $A=I_x$ gives $[I_z,I_x]=iI_y$, and taking $A=I_y$ gives $[I_z,I_y]=-iI_x$, which is the same as $[I_y,I_z]=iI_x$.

The theorem `spin_algebra` states these three commutation relations and the value of the total squared spin. It confirms that the matrices written in the file are angular momentum matrices with the spin that enters the prefactor.

The difference of the first two squares contains only the coupling between $m=1$ and $m=-1$:

$$
I_x^2-I_y^2=\begin{pmatrix}0&0&1\\0&0&0\\1&0&0\end{pmatrix}.
$$

This is `asymmetry_operator`. At $s=1$ the prefactor is $C_Q/4$, and $3I_z^2-2$ is diagonal with entries $1,-2,1$. Hence

$$
H=\frac{C_Q}{4}\begin{pmatrix}1&0&\eta\\0&-2&0\\\eta&0&1\end{pmatrix},
$$

which is `hamiltonian_matrix`, with the factor multiplied into the entries.

In Lean, both matrix identities for the spins are checked entry by entry. The tactic `fin_cases` runs through the nine positions, `simp` multiplies out the matrices, and `grind` finishes the algebra from two facts, $i^2=-1$ and $(1/\sqrt2)^2=1/2$. The second of these is the lemma `r_mul_r`. The proof of `hamiltonian_matrix` first inserts the asymmetry operator and evaluates the prefactor and $s(s+1)$, then compares entries in the same way.

## Three levels from one 2×2 block

The state $m=0$ is decoupled from the other two, so the determinant of $x-H$ splits into a single factor and a 2×2 determinant:

$$
\det(x-H)=\left(x+\frac{C_Q}{2}\right)\left[\left(x-\frac{C_Q}{4}\right)^2-\left(\frac{C_Q\eta}{4}\right)^2\right].
$$

The bracket is a difference of two squares, and its factors vanish at $C_Q/4\pm C_Q\eta/4$. The levels are therefore

$$
E_+=\frac{C_Q(1+\eta)}{4},\qquad
E_-=\frac{C_Q(1-\eta)}{4},\qquad
E_0=-\frac{C_Q}{2}.
$$

They appear in the file as `levelPlus`, `levelMinus` and `levelZero`. The last one takes no argument `η`, because the asymmetry operator sends the state $m=0$ to the null vector.

The theorem `spectrum_spin_one` says that the characteristic polynomial equals the product of the three linear factors. This fixes the whole spectrum with multiplicities, including the cases in which levels coincide. For $\eta=0$ the levels $E_+$ and $E_-$ are equal, and for $C_Q=0$ all three are zero.

The proof turns an equation between polynomials into an equation between numbers. By `Polynomial.funext`, two complex polynomials are equal if they take the same value at every $x$. At a given $x$ the characteristic polynomial is the determinant of $x-H$, which `Matrix.det_fin_three` expands. The tactic `ring` then confirms the factorisation.

## Eigenstates that do not depend on the parameters

Write $|m\rangle$ for the basis states. The eigenstates are

$$
|+\rangle=\frac{|1\rangle+|{-1}\rangle}{\sqrt2},\qquad
|-\rangle=\frac{|1\rangle-|{-1}\rangle}{\sqrt2},\qquad
|0\rangle .
$$

Applying the matrix of $H$ to the column $(1,0,\pm1)/\sqrt2$ gives

$$
\frac{C_Q}{4\sqrt2}\begin{pmatrix}1\pm\eta\\0\\\eta\pm1\end{pmatrix}
=\frac{C_Q(1\pm\eta)}{4}\cdot\frac{1}{\sqrt2}\begin{pmatrix}1\\0\\\pm1\end{pmatrix},
$$

because $\eta\pm1=\pm(1\pm\eta)$. Applying it to $|0\rangle$ gives $-\tfrac12C_Q|0\rangle$. The same three states serve for all values of $C_Q$ and $\eta$, and only the energies move.

In the file the states are the vectors `plus`, `minus` and `zero`. The name `zero` means the state $m=0$, which is a unit vector, while the numeral `0` on the right of an equation between vectors means the null vector. The theorem `eigenstates` contains the three eigenvalue equations, with `*ᵥ` for a matrix acting on a vector.

The theorem `eigenstates_orthonormal` gives the three norms and the three overlaps. The combination of `star` and `⬝ᵥ` is the usual inner product with the left-hand vector conjugated. For example, $\langle+|+\rangle=\tfrac12+\tfrac12=1$ and $\langle+|-\rangle=\tfrac12-\tfrac12=0$, while $|0\rangle$ shares no component with the other two. The proof needs one extra fact, that $1/\sqrt2$ is its own complex conjugate. Three orthonormal vectors in a three-dimensional space form a basis, so the list is a complete eigenbasis. When levels coincide, superpositions of the states that share an energy are eigenstates too.

## Three frequencies and the field direction that drives each

Subtracting the levels gives

$$
\begin{aligned}
E_+-E_0&=\frac{C_Q(3+\eta)}{4}=\frac34C_Q\left(1+\frac{\eta}{3}\right),\\
E_--E_0&=\frac{C_Q(3-\eta)}{4}=\frac34C_Q\left(1-\frac{\eta}{3}\right),\\
E_+-E_-&=\frac{C_Q\eta}{2}.
\end{aligned}
$$

This is `transition_frequencies`, proved by unfolding the three levels and applying `ring`. The differences carry a sign: for negative $C_Q$ the first two are negative when $|\eta|<3$, and the observed frequencies are the absolute values.

A weak oscillating magnetic field along $x$ couples to the nucleus through $I_x$, and likewise for $y$ and $z$. The action of the spin matrices on the eigenstates follows directly from their entries:

$$
\begin{aligned}
I_x|0\rangle&=|+\rangle, & I_x|+\rangle&=|0\rangle, & I_x|-\rangle&=0,\\
I_y|0\rangle&=-i|-\rangle, & I_y|-\rangle&=i|0\rangle, & I_y|+\rangle&=0,\\
I_z|+\rangle&=|-\rangle, & I_z|-\rangle&=|+\rangle, & I_z|0\rangle&=0.
\end{aligned}
$$

In the first row, for instance, $I_x$ sends the column $(1,0,\pm1)/\sqrt2$ to a multiple of $|0\rangle$ with coefficient $\tfrac12(1\pm1)$, which is 1 for $|+\rangle$ and 0 for $|-\rangle$. In the second row the corresponding coefficient for $I_y$ is $\tfrac{i}{2}(1\mp1)$, so the roles of the two states are exchanged.

The nine equations are the content of `selection_rules`, and they are again checked component by component. Each spin matrix connects exactly one pair of eigenstates, with a matrix element of modulus one. A field along $x$ therefore drives the transition between $|0\rangle$ and $|+\rangle$, a field along $y$ the one between $|0\rangle$ and $|-\rangle$, and a field along $z$ the one between $|+\rangle$ and $|-\rangle$. The theorem concerns the matrix elements alone; transition rates, line widths and the averaging over crystallite orientations in a powder do not enter.

## Recovering the coupling and the asymmetry from two lines

Let $a=E_+-E_0$ and $b=E_--E_0$. Their sum and difference separate the two unknowns:

$$
a+b=\frac32C_Q,\qquad a-b=\frac{C_Q\eta}{2}.
$$

The first equation gives $C_Q=\tfrac23(a+b)$. If $C_Q\ne0$, dividing the second by the first gives $(a-b)/(a+b)=\eta/3$, and so

$$
\eta=\frac{3(a-b)}{a+b}.
$$

The theorem `parameters_from_lines` states both formulas. Its hypotheses `ha` and `hb` say which transition each frequency belongs to, and `hCQ` says that the coupling is not zero. Only the formula for $\eta$ needs the last condition: without coupling both lines sit at zero frequency and carry no information about the asymmetry. The proof derives the sum and the difference as `hsum` and `hdiff`, and clears the denominator with `eq_div_iff`.

The frequencies $a$ and $b$ are signed and already assigned. A measurement supplies positive frequencies, and for $0\le\eta\le1$ the larger of the two belongs to $|+\rangle$; the same formulas then return $|C_Q|$ and $\eta$, and the sign of $C_Q$ remains open.

For a single spin-1 nucleus such as nitrogen-14 in zero field, with couplings to other spins and molecular motion neglected, these relations, together with the value of the nuclear quadrupole moment $Q$, connect a field gradient computed by an electronic structure method with the positions of the quadrupole resonance lines.
